# Twofold degenerate levels and partly filled shells of a uniform hopping ring

Q: Put four electrons on a uniform four-site ring and doubly occupy two orbitals, as if every level held a single orbital. The second orbital is then an arbitrary pick from a degenerate pair. If the eigensolver returns \((1,0,-1,0)/\sqrt2\), the site densities are \(3/2,1/2,3/2,1/2\); if it returns \((0,1,0,-1)/\sqrt2\), they are \(1/2,3/2,1/2,3/2\). Either way I get a density wave that the Hamiltonian doesn't contain. I want to know which electron numbers cause this, and I doubt that a formal theorem about eigenspaces tells me.

A: It does for non-interacting electrons on a uniform ring. Let the ring have \(n\ge 3\) sites, let \(\psi(j)\) be the amplitude on site \(j\), with \(j\) taken modulo \(n\), and let the hopping amplitude be \(-t\) with \(t\) real:

\[ (H\psi)(j) = -t\,[\psi(j+1)+\psi(j-1)]. \]

For \(t>0\) and \(0<2m<n\), the level \(\varepsilon_m=-2t\cos(2\pi m/n)\) holds exactly two orbitals, and \(N\) electrons fill it partly exactly when \(N\) is \(4m-1\), \(4m\) or \(4m+1\). Your case is \(n=4\), \(m=1\), \(N=4\).

Q: Derive it first, without any code.

A: Take the Fourier transform \(\hat\psi(k)=\sum_j e^{-2\pi i jk/n}\psi(j)\), where \(k\) is also an integer modulo \(n\). Relabelling the sites gives

\[ \sum_j e^{-2\pi i jk/n}\psi(j\pm1)=\sum_j e^{-2\pi i (j\mp1)k/n}\psi(j)=e^{\pm2\pi i k/n}\,\hat\psi(k). \]

Adding the two hopping terms,

\[ \widehat{H\psi}(k)=-t\,(e^{2\pi ik/n}+e^{-2\pi ik/n})\,\hat\psi(k)=\varepsilon_k\,\hat\psi(k). \]

The transform is invertible, so \(H\psi=E\psi\) holds exactly when \((\varepsilon_k-E)\hat\psi(k)=0\) for every \(k\). The component \(\hat\psi(k)\) is free where \(\varepsilon_k=E\) and zero elsewhere. The degeneracy of \(E\) is therefore the number of wave numbers \(k\) with \(\varepsilon_k=E\).

Q: And how many are there?

A: Represent \(k\) by an integer from \(0\) to \(n-1\). Since \(\cos(2\pi-x)=\cos x\), the energy depends only on \(\min(k,n-k)\), which is at most \(n/2\). The corresponding angle lies in \([0,\pi]\), where the cosine decreases strictly. So, for \(t\neq0\), \(\varepsilon_k=\varepsilon_m\) means \(\min(k,n-k)=m\), that is, \(k=m\) or \(k=n-m\). These differ because \(0<2m<n\), and the degeneracy is two.

For \(t>0\), the orbitals below \(\varepsilon_m\) are those with \(\min(k,n-k)<m\). They are \(k=0,\dots,m-1\) and \(k=n-m+1,\dots,n-1\), which makes \(m+(m-1)=2m-1\) orbitals. With two electrons per orbital, the lower shells hold \(4m-2\) electrons, and the shell at \(\varepsilon_m\) raises the capacity to \(4m+2\). It is partly filled exactly when \(4m-2<N<4m+2\).

Q: Now the code. Is its Hamiltonian really this ring?

A: Yes. An orbital is a function `ZMod n → ℂ`, and arithmetic in `ZMod n` supplies the periodic boundary.

In Lean 4 with Mathlib:

```lean
import Mathlib

open Finset

namespace RingShells

noncomputable section

/-- Hopping Hamiltonian of the uniform `n`-site ring (`n ≥ 3`): `-t` times the sum of the
amplitudes on the two neighbouring sites. -/
def ringH (n : ℕ) (t : ℝ) : (ZMod n → ℂ) →ₗ[ℂ] (ZMod n → ℂ) where
  toFun ψ j := -(t : ℂ) * (ψ (j + 1) + ψ (j - 1))
  map_add' ψ φ := by
    ext j
    simp only [Pi.add_apply]
    ring
  map_smul' c ψ := by
    ext j
    simp only [Pi.smul_apply, smul_eq_mul, RingHom.id_apply]
    ring
```

For \(n=2\) both neighbours are the same site and the bond would count twice, but the condition \(0<2m<n\) already forces \(n\ge3\). The energy \(\varepsilon_m\) is `ringLevel n t m`.

```lean
/-- The energy `-2t cos(2πm/n)` on a ring of `n ≥ 1` sites. -/
def ringLevel (n : ℕ) (t : ℝ) (m : ℕ) : ℝ := -2 * t * Real.cos (2 * Real.pi * m / n)
```

Q: Does "degeneracy" mean a count of labels, or a dimension?

A: A dimension: that of the complex eigenspace at the real energy `E`. Spin is not in this space; it enters later as a factor of two.

```lean
/-- Number of independent orbitals of `H` with energy `E`, if it is finite (otherwise the value is
`0`). -/
def degeneracy {V : Type} [AddCommGroup V] [Module ℂ V] (H : V →ₗ[ℂ] V) (E : ℝ) : ℕ :=
  Module.finrank ℂ (Module.End.eigenspace H (E : ℂ))
```

Q: But the filling seems to count labels.

A: The number of lower orbitals is defined by counting plane waves, one per wave number.

```lean
/-- Number of plane-wave orbitals of the ring, one per wave number, with energy below `E`. -/
def orbitalsBelow (n : ℕ) [NeZero n] (t E : ℝ) : ℕ :=
  (univ.filter fun k : ZMod n => ringLevel n t k.val < E).card
```

This agrees with counting by eigenspaces, because `degeneracy_eq_card` below equates each level's dimension with its number of wave numbers; summing over the distinct energies below `E` gives the same total.

Q: What does "partly filled" then say?

A: That \(N\) lies strictly between the capacity below `E` and the capacity including `E`. If `E` is not a level, the two capacities coincide and the statement is false, as it should be.

```lean
/-- `N` electrons on the ring, two per orbital and filled from below, occupy the shell at `E`
only in part. -/
def PartlyFilled (n : ℕ) [NeZero n] (t : ℝ) (N : ℕ) (E : ℝ) : Prop :=
  2 * orbitalsBelow n t E < N ∧ N < 2 * (orbitalsBelow n t E + degeneracy (ringH n t) E)
```

Q: Where does the Fourier argument start?

A: With the band energy written as two phases. Here `χ` is the character \(\chi(k)=e^{2\pi ik/n}\), and the lemma is the identity \(2\cos x=e^{ix}+e^{-ix}\).

```lean
variable {n : ℕ} [NeZero n]

local notation "χ" => ZMod.stdAddChar

/-- The energy `-2t cos(2πm/n)` written with the phases of two opposite plane waves. -/
theorem ringLevel_eq (t : ℝ) (m : ℕ) :
    (ringLevel n t m : ℂ) = -(t : ℂ) * (χ (m : ZMod n) + χ (-(m : ZMod n))) := by
  have h1 := ZMod.stdAddChar_coe (N := n) (m : ℤ)
  have h2 := ZMod.stdAddChar_coe (N := n) (-(m : ℤ))
  push_cast at h1 h2
  have hc := Complex.two_cos (2 * Real.pi * m / n : ℂ)
  rw [h1, h2, ringLevel]
  push_cast
  rw [show (2 * Real.pi * Complex.I * m / n : ℂ) = 2 * Real.pi * m / n * Complex.I by ring,
    show (2 * Real.pi * Complex.I * -m / n : ℂ) = -(2 * Real.pi * m / n) * Complex.I by ring]
  linear_combination -(t : ℂ) * hc
```

The next lemma is the transformed Hamiltonian. The steps `h1` and `h2` relabel the sites in the two hopping terms, `hs` factors out the phases, and the `calc` block collects them.

```lean
/-- The Fourier transform turns the ring Hamiltonian into multiplication by the band energy. -/
theorem dft_ringH (t : ℝ) (ψ : ZMod n → ℂ) (k : ZMod n) :
    ZMod.dft (ringH n t ψ) k = (ringLevel n t k.val : ℂ) * ZMod.dft ψ k := by
  have hs : ∀ j : ZMod n, χ (-((j - 1) * k)) + χ (-((j + 1) * k)) =
      (χ k + χ (-k)) * χ (-(j * k)) := by
    intro j
    rw [show -((j - 1) * k) = -(j * k) + k by ring, show -((j + 1) * k) = -(j * k) + -k by ring,
      AddChar.map_add_eq_mul, AddChar.map_add_eq_mul]
    ring
  -- relabel the sites in each hopping term
  have h1 : ∑ j, χ (-(j * k)) * ψ (j + 1) = ∑ j, χ (-((j - 1) * k)) * ψ j :=
    Fintype.sum_equiv (Equiv.addRight 1) _ _ fun j => by simp
  have h2 : ∑ j, χ (-(j * k)) * ψ (j - 1) = ∑ j, χ (-((j + 1) * k)) * ψ j :=
    Fintype.sum_equiv (Equiv.subRight 1) _ _ fun j => by simp
  rw [ZMod.dft_apply, ZMod.dft_apply, ringLevel_eq, ZMod.natCast_zmod_val]
  calc ∑ j, χ (-(j * k)) * (-(t : ℂ) * (ψ (j + 1) + ψ (j - 1)))
      = -(t : ℂ) * (∑ j, χ (-(j * k)) * ψ (j + 1) + ∑ j, χ (-(j * k)) * ψ (j - 1)) := by
        rw [← sum_add_distrib, mul_sum]
        exact sum_congr rfl fun j _ => by ring
    _ = -(t : ℂ) * (χ k + χ (-k)) * ∑ j, χ (-(j * k)) * ψ j := by
        rw [h1, h2, ← sum_add_distrib, mul_sum, mul_sum]
        exact sum_congr rfl fun j _ => by linear_combination -(t : ℂ) * ψ j * hs j
```

The transform has no factor \(1/\sqrt n\), which doesn't affect dimensions; a normalised plane wave is \(n^{-1/2}e^{2\pi ijk/n}\).

Q: How does "free where \(\varepsilon_k=E\)" become a dimension?

A: Through a linear map `f` that sends an eigenvector to its Fourier components at the wave numbers of energy `E`. The step `hmem` states the eigenvalue equation component by component. The map is injective because all other components vanish. It is surjective because any chosen components can be extended by zero and transformed back.

```lean
/-- The degeneracy of a ring energy is the number of wave numbers that have this energy. -/
theorem degeneracy_eq_card (t E : ℝ) : degeneracy (ringH n t) E =
    (univ.filter fun k : ZMod n => ringLevel n t k.val = E).card := by
  have hmem : ∀ ψ, ψ ∈ Module.End.eigenspace (ringH n t) (E : ℂ) ↔
      ∀ k, (ringLevel n t k.val : ℂ) * ZMod.dft ψ k = E * ZMod.dft ψ k := by
    intro ψ
    rw [Module.End.mem_eigenspace_iff,
      ← (ZMod.dft : (ZMod n → ℂ) ≃ₗ[ℂ] (ZMod n → ℂ)).injective.eq_iff, map_smul, funext_iff]
    simp only [dft_ringH, Pi.smul_apply, smul_eq_mul]
  -- an orbital of energy `E` is fixed by its Fourier components at that energy
  let f : Module.End.eigenspace (ringH n t) (E : ℂ) →ₗ[ℂ]
      ({k : ZMod n // ringLevel n t k.val = E} → ℂ) :=
    LinearMap.funLeft ℂ ℂ Subtype.val ∘ₗ
      (ZMod.dft : (ZMod n → ℂ) ≃ₗ[ℂ] (ZMod n → ℂ)).toLinearMap ∘ₗ Submodule.subtype _
  have hinj : Function.Injective f := by
    rw [injective_iff_map_eq_zero]
    rintro ⟨ψ, hψ⟩ h
    have h0 : ZMod.dft ψ = 0 := by
      funext k
      by_cases hk : ringLevel n t k.val = E
      · exact congrFun h ⟨k, hk⟩
      · by_contra h0
        exact hk (Complex.ofReal_injective (mul_right_cancel₀ h0 ((hmem ψ).1 hψ k)))
    exact Subtype.ext ((LinearEquiv.map_eq_zero_iff _).1 h0)
  have hsurj : Function.Surjective f := by
    intro g
    refine ⟨⟨ZMod.dft.symm fun k => if hk : ringLevel n t k.val = E then g ⟨k, hk⟩ else 0,
      (hmem _).2 fun k => ?_⟩, funext fun k => ?_⟩
    · simp only [LinearEquiv.apply_symm_apply]
      split_ifs with hk
      · exact congrArg (fun x : ℝ => (x : ℂ) * g ⟨k, hk⟩) hk
      · rw [mul_zero, mul_zero]
    · change ZMod.dft (ZMod.dft.symm _) k.1 = g k
      rw [LinearEquiv.apply_symm_apply]
      exact dif_pos k.2
  exact (LinearEquiv.ofBijective f ⟨hinj, hsurj⟩).finrank_eq.trans
    (by rw [Module.finrank_fintype_fun_eq_card, Fintype.card_subtype])
```

Q: Then the cosine has to do its part.

A: In two lemmas: one folds \(k\) to \(\min(k,n-k)\), and the other gives the strict ordering for \(2m\le n\).

```lean
/-- For `v ≤ n`, wave numbers `v` and `n - v` have the same energy, so `v` may be folded into the
half zone. -/
theorem ringLevel_fold (t : ℝ) {v : ℕ} (hv : v ≤ n) :
    ringLevel n t v = ringLevel n t (min v (n - v)) := by
  rcases min_choice v (n - v) with h | h
  · rw [h]
  · have hn : (n : ℝ) ≠ 0 := Nat.cast_ne_zero.2 (NeZero.ne n)
    rw [h]
    unfold ringLevel
    rw [Nat.cast_sub hv, mul_sub, sub_div, mul_div_cancel_right₀ _ hn, Real.cos_two_pi_sub]

/-- For `t > 0` the energy `-2t cos(2πm/n)` increases strictly with `m` as long as `2m ≤ n`. -/
theorem ringLevel_strictMono {t : ℝ} (ht : 0 < t) :
    StrictMonoOn (ringLevel n t) {m | 2 * m ≤ n} := by
  intro a _ b hb hab
  have hn : (0 : ℝ) < n := Nat.cast_pos.2 (NeZero.pos n)
  have hb' : (2 : ℝ) * b ≤ n := by exact_mod_cast hb
  have hc := Real.cos_lt_cos_of_nonneg_of_le_pi (x := 2 * Real.pi * a / n)
    (y := 2 * Real.pi * b / n) (by positivity)
    (by rw [div_le_iff₀ hn]; nlinarith [Real.pi_pos]) (by gcongr)
  unfold ringLevel
  nlinarith [mul_lt_mul_of_pos_left hc ht]
```

A bookkeeping lemma turns a count over `ZMod n` into a count of ordinary integers below \(n\).

```lean
/-- Wave numbers on the ring are counted by their representatives between `0` and `n - 1`. -/
theorem card_waveNumbers {p : ZMod n → Prop} [DecidablePred p] {s : Finset ℕ}
    (hs : ∀ v ∈ s, v < n) (h : ∀ k, p k ↔ k.val ∈ s) : (univ.filter p).card = s.card :=
  card_bij (fun k _ => k.val) (fun k hk => (h k).1 (mem_filter.1 hk).2)
    (fun _ _ _ _ e => ZMod.val_injective n e) fun v hv =>
      ⟨(v : ZMod n), mem_filter.2 ⟨mem_univ _, (h _).2 (by
        rwa [ZMod.val_natCast_of_lt (hs v hv)])⟩, ZMod.val_natCast_of_lt (hs v hv)⟩
```

Q: Does the twofold degeneracy depend on the sign of \(t\)?

A: No, only on \(t\neq0\); at \(t=0\) all \(n\) orbitals have energy zero. The proof writes the energy as \(t\) times its value at unit hopping and cancels \(t\). Folding and strict ordering then leave the set `{m, n - m}`, which has two elements.

```lean
/-- For nonzero hopping and `0 < 2m < n`, the ring level `-2t cos(2πm/n)` is exactly
twofold degenerate. -/
theorem level_twofold {t : ℝ} (ht : t ≠ 0) {m : ℕ} (h0 : 0 < m) (hm : 2 * m < n) :
    degeneracy (ringH n t) (ringLevel n t m) = 2 := by
  have hs : ∀ a, ringLevel n t a = t * ringLevel n 1 a := fun a => by unfold ringLevel; ring
  rw [degeneracy_eq_card]
  refine (card_waveNumbers (s := {m, n - m}) ?_ fun k => ?_).trans (card_pair (by omega))
  · intro v hv
    simp only [mem_insert, mem_singleton] at hv
    omega
  · have hk := ZMod.val_lt k
    rw [hs k.val, hs m, mul_right_inj' ht, ringLevel_fold 1 hk.le,
      (ringLevel_strictMono one_pos).injOn.eq_iff
        (by change 2 * min k.val (n - k.val) ≤ n; omega) (by change 2 * m ≤ n; omega)]
    simp only [mem_insert, mem_singleton]
    omega
```

With \(t=-1\) the Hamiltonian is the adjacency operator of the ring, and \(m=1\) gives its two-dimensional eigenspace at \(2\cos(2\pi/n)\).

```lean
/-- The adjacency operator of a ring of `n ≥ 3` sites (hopping `t = -1`) has a two-dimensional
eigenspace at `2 cos(2π/n)`. -/
theorem adjacency_twofold (hn : 3 ≤ n) :
    degeneracy (ringH n (-1)) (2 * Real.cos (2 * Real.pi / n)) = 2 := by
  have h := level_twofold (n := n) (t := -1) (by norm_num) one_pos (by omega)
  simpa [ringLevel] using h
```

Q: And my question about electron numbers?

A: That is the last theorem. It requires \(t>0\), since a negative \(t\) reverses the order in which the levels fill. The step `hb` identifies the lower wave numbers as the two ranges found above, `hdis` shows that they don't overlap, and `omega` finishes the integer arithmetic. The bound \(4m-2<N\) appears as `4 * m < N + 2`, which avoids subtraction of natural numbers.

```lean
/-- For `t > 0` and `0 < 2m < n`, the ring shell at `-2t cos(2πm/n)` is twofold degenerate, and
`N` electrons fill it partly exactly when `4m - 2 < N < 4m + 2`. -/
theorem ring_open_shell {t : ℝ} (ht : 0 < t) {m : ℕ} (h0 : 0 < m) (hm : 2 * m < n) (N : ℕ) :
    degeneracy (ringH n t) (ringLevel n t m) = 2 ∧
      (PartlyFilled n t N (ringLevel n t m) ↔ 4 * m < N + 2 ∧ N < 4 * m + 2) := by
  have hd := level_twofold ht.ne' h0 hm
  -- the lower orbitals have wave numbers at distance less than `m` from zero, modulo `n`
  have hb : orbitalsBelow n t (ringLevel n t m) = (range m ∪ Ico (n - m + 1) n).card := by
    unfold orbitalsBelow
    refine card_waveNumbers ?_ fun k => ?_
    · intro v hv
      simp only [mem_union, mem_range, mem_Ico] at hv
      omega
    · have hk := ZMod.val_lt k
      rw [ringLevel_fold t hk.le, (ringLevel_strictMono ht).lt_iff_lt
        (by change 2 * min k.val (n - k.val) ≤ n; omega) (by change 2 * m ≤ n; omega)]
      simp only [mem_union, mem_range, mem_Ico]
      omega
  have hdis : Disjoint (range m) (Ico (n - m + 1) n) := by
    rw [disjoint_left]
    intro v hv hv'
    simp only [mem_range, mem_Ico] at hv hv'
    omega
  rw [card_union_of_disjoint hdis, card_range, Nat.card_Ico] at hb
  refine ⟨hd, ?_⟩
  rw [PartlyFilled, hd, hb]
  omega

end

end RingShells
```

```lean
#print axioms RingShells.adjacency_twofold
#print axioms RingShells.ring_open_shell
```

```
'RingShells.adjacency_twofold' depends on axioms: [propext, Classical.choice, Quot.sound]
'RingShells.ring_open_shell' depends on axioms: [propext, Classical.choice, Quot.sound]
```

Q: So which electron numbers are safe?

A: Put \(N=4m+2\) into the criterion for any other twofold shell \(m'\): it would need \(4m<4m'<4m+4\), which no integer satisfies. So, for \(t>0\), \(4m+2\) electrons leave none of the twofold shells partly filled. In simulations of periodic one-dimensional systems, this helps in choosing an electron number with a unique non-interacting reference determinant, provided that the non-interacting part is the ring above: uniform hopping between nearest neighbours only, with \(t>0\).

Q: That is Hückel's rule.

A: It is the electron count in that rule. Aromatic stability is a statement about energies and real molecules, and nothing here compares energies of different molecules or includes electron repulsion, bond alternation or a magnetic flux through the ring.

Q: And the open chain, where I never meet this trouble?

A: There the end site has one neighbour, so for nonzero hoppings its amplitude fixes all the others through the eigenvalue equation, and each level holds one orbital. An even number of electrons then leaves no shell partly filled, while an odd number leaves one unpaired electron but no choice of orbital. The file itself treats only the ring.

Q: What about the ring levels that \(0<2m<n\) leaves out?

A: The same count settles them for \(t\ne0\). At \(m=0\) only \(k=0\) qualifies, and at \(m=n/2\), for even \(n\), the wave numbers \(m\) and \(n-m\) coincide. Both levels are therefore non-degenerate. On your four-site ring the levels hold one, two and one orbitals, and the pair in the middle is the one that your four electrons fill halfway.
